# Hoeffding lower bound for free-energy perturbation

A free-energy perturbation code collects the energy difference $d_i$ between target and reference potentials on configurations $i$ with reference weights $p_i$, and reports, at inverse temperature $\beta>0$,
$$\Delta F=-\frac1\beta\log\langle e^{-\beta d}\rangle,\qquad \langle A\rangle=\sum_i p_iA_i .$$
For finitely many configurations with $p_i\ge0$, $\sum_i p_i=1$ and $a\le d_i\le b$ wherever $p_i>0$,
$$\Delta F\ \ge\ \langle d\rangle-\frac{\beta(b-a)^2}{8}.$$

## Use in a code

With $N\ge1$ stored frames, $p_i=1/N$ and $a,b$ the smallest and largest stored values, the hypotheses hold for the data themselves. The computed estimate must then satisfy the bound up to rounding, so it can serve as a runtime assertion on the log-sum-exp routine.

In a staged calculation, window $k$ has weights $p_k$, average $\langle\cdot\rangle_k$, perturbation $\delta_kV$ with a real step $\delta_k$ and an energy function $V\in[a,b]$ on populated states, and free energy $\Delta F_k$. Then
$$\sum_k\Delta F_k\ \ge\ \sum_k\delta_k\langle V\rangle_k-\frac{\beta(b-a)^2}{8}\sum_k\delta_k^2 .$$
For $K\ge1$ equal steps $\delta_k=1/K$ the last sum is $1/K$, so for a bounded perturbation linear in the coupling, $\sum_k\Delta F_k$ falls below the first-order sum $\sum_k\delta_k\langle V\rangle_k$ by at most $\beta(b-a)^2/(8K)$. This limits how far the first-order sum can exceed the staged free energy; it does not say how many windows are needed for the sampled exponential averages to converge.

## Derivation

For real $t$ set $Z(t)=\langle e^{-td}\rangle$ and $\langle A\rangle_t=\langle Ae^{-td}\rangle/Z(t)$. Some $p_i$ is positive, so $Z(t)>0$; also $Z(0)=1$ and $\langle d\rangle_0=\langle d\rangle$, the subscript now being $t$.

1. Term by term, $\frac{d}{dt}\langle Ae^{-td}\rangle=-\langle dAe^{-td}\rangle$. Taking $A=1$ gives $\frac{d}{dt}\log Z=-\langle d\rangle_t$.
2. The quotient rule gives $\frac{d}{dt}\langle A\rangle_t=-\big(\langle dA\rangle_t-\langle d\rangle_t\langle A\rangle_t\big)$. For $A=d$ this is $-\sigma_t^2$, with $\sigma_t^2=\langle d^2\rangle_t-\langle d\rangle_t^2$.
3. On populated states $(d-a)(b-d)\ge0$, so with $m=\langle d\rangle_t$ one has $\langle d^2\rangle_t\le(a+b)m-ab$, and
$$\sigma_t^2\le(a+b)m-ab-m^2=\frac{(b-a)^2}{4}-\Big(m-\frac{a+b}2\Big)^2\le\frac{(b-a)^2}{4}.$$
4. The function $g(s)=\langle d\rangle_s+s(b-a)^2/4$ has $g'(s)=(b-a)^2/4-\sigma_s^2\ge0$, so $g(s)\ge g(0)=\langle d\rangle$ for $s\ge0$.
5. The function $h(u)=-u\langle d\rangle+u^2(b-a)^2/8-\log Z(u)$ has $h'(u)=g(u)-\langle d\rangle\ge0$ for $u\ge0$ and $h(0)=0$. Hence $\log Z(t)\le-t\langle d\rangle+t^2(b-a)^2/8$ for $t\ge0$.
6. Setting $t=\beta$ and dividing by $-\beta$ reverses the inequality and gives the bound.

For staging, $\delta_kV$ lies in $[\delta_ka,\delta_kb]$ if $\delta_k\ge0$ and in $[\delta_kb,\delta_ka]$ if $\delta_k\le0$. The squared width is $\delta_k^2(b-a)^2$ in both cases, and the window bounds add.

The constant $1/8$ is sharp. Take two states with $p_0=p_1=\tfrac12$, $d_0=-1$, $d_1=+1$, so $Z(\beta)=\cosh\beta$, $\langle d\rangle=0$ and $(b-a)^2=4$. Given $c<1/8$, put $\beta=\sqrt{1-8c}$ and $x=\beta^2$, so $4c=(1-x)/2$. Since $\sinh(\beta/2)\ge\beta/2$, $\cosh\beta=1+2\sinh^2(\beta/2)\ge1+x/2$. Using $\log y\ge1-1/y$ at $y=1+x/2$,
$$\log\cosh\beta\ \ge\ \frac{x}{2+x}\ >\ \frac{x(1-x)}2=4c\beta^2,$$
because $(1-x)(2+x)=2-x-x^2<2$. Therefore $\Delta F<-4c\beta$.

## The file

In Lean 4 with Mathlib:

```lean
import Mathlib

open Finset Real

namespace HoeffdingFreeEnergyPerturbation

noncomputable section

variable {ι : Type*} [Fintype ι]

/-- Probability weights on a finite configuration set. -/
structure IsProb (p : ι → ℝ) : Prop where
  nonneg : ∀ i, 0 ≤ p i
  sum_one : ∑ i, p i = 1

/-- Average `⟨A⟩` of an observable in the reference ensemble `p`. -/
def avg (p A : ι → ℝ) : ℝ := ∑ i, p i * A i

/-- Exponential average `⟨exp(-t d)⟩` of the energy difference `d`. -/
def expAvg (p d : ι → ℝ) (t : ℝ) : ℝ := avg p fun i => exp (-t * d i)

/-- Average `⟨A⟩_t` in the ensemble reweighted by `exp(-t d)`. -/
def tiltedAvg (p d : ι → ℝ) (t : ℝ) (A : ι → ℝ) : ℝ :=
  (avg p fun i => A i * exp (-t * d i)) / expAvg p d t

/-- Free-energy perturbation formula `ΔF = -(1/β) log ⟨exp(-β d)⟩`. -/
def fep (β : ℝ) (p d : ι → ℝ) : ℝ := -(1 / β) * log (expAvg p d β)

/-- Equal weights on two states. -/
def fairCoin : Fin 2 → ℝ := fun _ => 1 / 2

/-- Energy differences `-1` and `+1` on two states. -/
def twoLevel : Fin 2 → ℝ := ![-1, 1]

/-- The exponential average over probability weights is positive. -/
theorem expAvg_pos {p : ι → ℝ} (hp : IsProb p) (d : ι → ℝ) (t : ℝ) : 0 < expAvg p d t := by
  have hex : ∃ i, 0 < p i := by
    by_contra h
    have h0 : ∑ i, p i ≤ 0 :=
      Finset.sum_nonpos fun i _ => not_lt.1 fun hi => h ⟨i, hi⟩
    linarith [hp.sum_one]
  obtain ⟨i, hi⟩ := hex
  exact Finset.sum_pos' (fun j _ => mul_nonneg (hp.nonneg j) (exp_pos _).le)
    ⟨i, mem_univ _, mul_pos hi (exp_pos _)⟩

/-- The derivative of `⟨A exp(-t d)⟩` in `t` is `-⟨d A exp(-t d)⟩`. -/
theorem hasDerivAt_weighted (p d A : ι → ℝ) (t : ℝ) :
    HasDerivAt (fun s => avg p fun i => A i * exp (-s * d i))
      (-avg p fun i => d i * A i * exp (-t * d i)) t := by
  have h : ∀ i ∈ (univ : Finset ι), HasDerivAt (fun s => p i * (A i * exp (-s * d i)))
      (p i * (A i * (exp (-t * d i) * (-1 * d i)))) t := fun i _ =>
    ((((hasDerivAt_id' t).fun_neg.mul_const (d i)).exp).const_mul (A i)).const_mul (p i)
  simp only [avg]
  refine (HasDerivAt.fun_sum h).congr_deriv ?_
  rw [← Finset.sum_neg_distrib]
  exact Finset.sum_congr rfl fun i _ => by ring

/-- The derivative of `log ⟨exp(-t d)⟩` is minus the reweighted mean `⟨d⟩_t`. -/
theorem hasDerivAt_log_expAvg {p : ι → ℝ} (hp : IsProb p) (d : ι → ℝ) (t : ℝ) :
    HasDerivAt (fun s => log (expAvg p d s)) (-tiltedAvg p d t d) t := by
  have hZ : HasDerivAt (expAvg p d) (-avg p fun i => d i * exp (-t * d i)) t := by
    have h := hasDerivAt_weighted p d (fun _ => 1) t
    simp only [one_mul, mul_one] at h
    exact h
  refine (hZ.log (expAvg_pos hp d t).ne').congr_deriv ?_
  exact neg_div _ _

/-- Fluctuation formula: the derivative of `⟨A⟩_t` is minus the covariance of `d` and `A`
in the reweighted ensemble. -/
theorem hasDerivAt_tiltedAvg {p : ι → ℝ} (hp : IsProb p) (d A : ι → ℝ) (t : ℝ) :
    HasDerivAt (fun s => tiltedAvg p d s A)
      (-(tiltedAvg p d t (fun i => d i * A i) - tiltedAvg p d t d * tiltedAvg p d t A)) t := by
  have hZ : HasDerivAt (expAvg p d) (-avg p fun i => d i * exp (-t * d i)) t := by
    have h := hasDerivAt_weighted p d (fun _ => 1) t
    simp only [one_mul, mul_one] at h
    exact h
  have key : ∀ X Y N Z : ℝ, Z ≠ 0 →
      (-X * Z - N * -Y) / Z ^ 2 = -(X / Z - Y / Z * (N / Z)) := by
    intro X Y N Z hZ0
    field_simp
    ring
  have hpos := (expAvg_pos hp d t).ne'
  refine ((hasDerivAt_weighted p d A t).fun_div hZ hpos).congr_deriv ?_
  exact key _ _ _ _ hpos

/-- Popoviciu's inequality in the reweighted ensemble: if `d` lies in `[a, b]` on the populated
states, its variance is at most `(b - a)² / 4`. -/
theorem tilted_variance_le {p d : ι → ℝ} {a b : ℝ} (hp : IsProb p)
    (hd : ∀ i, 0 < p i → d i ∈ Set.Icc a b) (t : ℝ) :
    tiltedAvg p d t (fun i => d i * d i) - tiltedAvg p d t d * tiltedAvg p d t d
      ≤ (b - a) ^ 2 / 4 := by
  -- `(d - a)(b - d) ≥ 0` on every populated state
  have h : 0 ≤ avg p fun i => (d i - a) * (b - d i) * exp (-t * d i) := by
    refine Finset.sum_nonneg fun i _ => ?_
    rcases (hp.nonneg i).eq_or_lt with h0 | h0
    · rw [← h0, zero_mul]
    · exact mul_nonneg h0.le (mul_nonneg (mul_nonneg (sub_nonneg.2 (hd i h0).1)
        (sub_nonneg.2 (hd i h0).2)) (exp_pos _).le)
  have e : (avg p fun i => (d i - a) * (b - d i) * exp (-t * d i))
      = (a + b) * (avg p fun i => d i * exp (-t * d i))
        - (avg p fun i => d i * d i * exp (-t * d i)) - a * b * expAvg p d t := by
    simp only [avg, expAvg, Finset.mul_sum, ← Finset.sum_sub_distrib]
    exact Finset.sum_congr rfl fun i _ => by ring
  have key : ∀ X Y Z : ℝ, 0 < Z → 0 ≤ (a + b) * Y - X - a * b * Z →
      X / Z - Y / Z * (Y / Z) ≤ (b - a) ^ 2 / 4 := by
    intro X Y Z hZ hXY
    have h1 : X / Z ≤ (a + b) * (Y / Z) - a * b := by
      have e1 : ((a + b) * (Y / Z) - a * b) * Z = (a + b) * (Y / Z * Z) - a * b * Z := by ring
      rw [div_le_iff₀ hZ, e1, div_mul_cancel₀ Y hZ.ne']
      linarith
    nlinarith [sq_nonneg (Y / Z - (a + b) / 2)]
  rw [e] at h
  exact key _ _ _ (expAvg_pos hp d t) h

/-- A function with nonnegative derivative on `[0, ∞)` does not fall below its value at `0`. -/
theorem le_of_deriv_nonneg (f : ℝ → ℝ) (hf : ∀ s, 0 ≤ s → ∃ y, HasDerivAt f y s ∧ 0 ≤ y)
    {t : ℝ} (ht : 0 ≤ t) : f 0 ≤ f t := by
  choose! f' h1 h2 using hf
  rcases ht.eq_or_lt with h0 | h0
  · rw [← h0]
  · obtain ⟨c, hc, e⟩ := exists_hasDerivAt_eq_slope f f' h0
      (fun s hs => (h1 s hs.1).continuousAt.continuousWithinAt) (fun s hs => h1 s hs.1.le)
    have h := h2 c hc.1.le
    rw [e, sub_zero, le_div_iff₀ h0] at h
    linarith

/-- Hoeffding's lemma for `t ≥ 0`: `log ⟨exp(-t d)⟩ ≤ -t ⟨d⟩ + t² (b - a)² / 8` when `d` lies
in `[a, b]` on the populated states. -/
theorem hoeffding_log_expAvg {p d : ι → ℝ} {a b : ℝ} (hp : IsProb p)
    (hd : ∀ i, 0 < p i → d i ∈ Set.Icc a b) {t : ℝ} (ht : 0 ≤ t) :
    log (expAvg p d t) ≤ -t * avg p d + t ^ 2 * (b - a) ^ 2 / 8 := by
  have z0 : expAvg p d 0 = 1 := by simp [expAvg, avg, hp.sum_one]
  have t0 : tiltedAvg p d 0 d = avg p d := by simp [tiltedAvg, z0, avg]
  -- first integration: the reweighted mean drops at rate at most `(b - a)² / 4`
  have h1 : ∀ s, 0 ≤ s → avg p d ≤ tiltedAvg p d s d + s * ((b - a) ^ 2 / 4) := by
    intro s hs
    have h : tiltedAvg p d 0 d + 0 * ((b - a) ^ 2 / 4)
        ≤ tiltedAvg p d s d + s * ((b - a) ^ 2 / 4) :=
      le_of_deriv_nonneg (fun u => tiltedAvg p d u d + u * ((b - a) ^ 2 / 4))
        (fun u _ => ⟨_, (hasDerivAt_tiltedAvg hp d d u).fun_add
          ((hasDerivAt_id' u).mul_const ((b - a) ^ 2 / 4)),
          by linarith [tilted_variance_le hp hd u]⟩) hs
    linarith
  -- second integration
  have h2 : -0 * avg p d + 0 * 0 * ((b - a) ^ 2 / 8) - log (expAvg p d 0)
      ≤ -t * avg p d + t * t * ((b - a) ^ 2 / 8) - log (expAvg p d t) :=
    le_of_deriv_nonneg
      (fun u => -u * avg p d + u * u * ((b - a) ^ 2 / 8) - log (expAvg p d u))
      (fun u hu => ⟨_, (((hasDerivAt_id' u).fun_neg.mul_const (avg p d)).fun_add
        (((hasDerivAt_id' u).fun_mul (hasDerivAt_id' u)).mul_const
          ((b - a) ^ 2 / 8))).fun_sub (hasDerivAt_log_expAvg hp d u),
        by linarith [h1 u hu]⟩) ht
  rw [z0, log_one] at h2
  linarith

/-- Hoeffding bound on free-energy perturbation: if the energy differences lie in `[a, b]` on
the populated states and `β > 0`, then `ΔF ≥ ⟨d⟩ - β (b - a)² / 8`. -/
theorem fep_ge {p d : ι → ℝ} {a b β : ℝ} (hp : IsProb p)
    (hd : ∀ i, 0 < p i → d i ∈ Set.Icc a b) (hβ : 0 < β) :
    avg p d - β * (b - a) ^ 2 / 8 ≤ fep β p d := by
  have h := hoeffding_log_expAvg hp hd hβ.le
  have e : fep β p d = -log (expAvg p d β) / β := by unfold fep; ring
  rw [e, le_div_iff₀ hβ]
  linarith

/-- Staged perturbation: for windows `k` with weights `p k` and perturbations `δ k * V`, `V` in
`[a, b]` on populated states, `∑ ΔF_k ≥ ∑ δ_k ⟨V⟩_k - β (b - a)² / 8 * ∑ δ_k²`. -/
theorem staged_fep_ge {κ : Type*} [Fintype κ] {p : κ → ι → ℝ} {V : ι → ℝ} {a b β : ℝ}
    (δ : κ → ℝ) (hp : ∀ k, IsProb (p k)) (hV : ∀ k i, 0 < p k i → V i ∈ Set.Icc a b)
    (hβ : 0 < β) :
    ∑ k, δ k * avg (p k) V - β * (b - a) ^ 2 / 8 * ∑ k, δ k ^ 2
      ≤ ∑ k, fep β (p k) fun i => δ k * V i := by
  rw [Finset.mul_sum, ← Finset.sum_sub_distrib]
  refine Finset.sum_le_sum fun k _ => ?_
  have e : (avg (p k) fun i => δ k * V i) = δ k * avg (p k) V := by
    simp only [avg, Finset.mul_sum]
    exact Finset.sum_congr rfl fun i _ => by ring
  -- the range of `δ V` has width `|δ| (b - a)` for either sign of the step
  rcases le_total 0 (δ k) with h | h
  · have h1 := fep_ge (d := fun i => δ k * V i) (a := δ k * a) (b := δ k * b) (hp k)
      (fun i hi => ⟨mul_le_mul_of_nonneg_left (hV k i hi).1 h,
        mul_le_mul_of_nonneg_left (hV k i hi).2 h⟩) hβ
    rw [e] at h1
    linarith
  · have h1 := fep_ge (d := fun i => δ k * V i) (a := δ k * b) (b := δ k * a) (hp k)
      (fun i hi => ⟨mul_le_mul_of_nonpos_left (hV k i hi).2 h,
        mul_le_mul_of_nonpos_left (hV k i hi).1 h⟩) hβ
    rw [e] at h1
    linarith

/-- The constant `1/8` is sharp: for two equally weighted states with `d = ±1` in `[-1, 1]`,
the bound with any smaller constant `c` fails at some `β > 0`. -/
theorem constant_sharp {c : ℝ} (hc : c < 1 / 8) :
    IsProb fairCoin ∧ (∀ i, twoLevel i ∈ Set.Icc (-1 : ℝ) 1) ∧ ∃ β : ℝ, 0 < β ∧
      fep β fairCoin twoLevel < avg fairCoin twoLevel - c * β * (1 - -1) ^ 2 := by
  refine ⟨⟨fun i => by norm_num [fairCoin], by norm_num [fairCoin, Fin.sum_univ_two]⟩,
    fun i => by fin_cases i <;> norm_num [twoLevel], ?_⟩
  have h0 : 0 < 1 - 8 * c := by linarith
  obtain ⟨β, hβ, hcβ⟩ : ∃ β : ℝ, 0 < β ∧ c = (1 - β ^ 2) / 8 :=
    ⟨√(1 - 8 * c), Real.sqrt_pos.2 h0, by rw [Real.sq_sqrt h0.le]; ring⟩
  refine ⟨β, hβ, ?_⟩
  have hZ : expAvg fairCoin twoLevel β = cosh β := by
    simp [expAvg, avg, Fin.sum_univ_two, fairCoin, twoLevel, Real.cosh_eq]
    ring
  have hm : avg fairCoin twoLevel = 0 := by
    norm_num [avg, Fin.sum_univ_two, fairCoin, twoLevel]
  -- `cosh β ≥ 1 + β²/2` and `log y ≥ 1 - 1/y`
  have hcosh : 1 + β ^ 2 / 2 ≤ cosh β := by
    have h1 := Real.cosh_two_mul (β / 2)
    rw [show 2 * (β / 2) = β by ring, Real.cosh_sq] at h1
    have hb : 0 ≤ β / 2 := by positivity
    have h2 : β / 2 ≤ sinh (β / 2) := Real.self_le_sinh_iff.2 hb
    nlinarith [mul_self_le_mul_self hb h2]
  have hy : 0 < 1 + β ^ 2 / 2 := by positivity
  have hl := Real.one_sub_inv_le_log_of_pos hy
  have hl2 := Real.log_le_log hy hcosh
  have hinv : (1 + β ^ 2 / 2)⁻¹ < 1 - (1 - β ^ 2) / 2 * β ^ 2 := by
    rw [inv_eq_one_div, div_lt_iff₀ hy]
    nlinarith [pow_pos hβ 4, pow_pos hβ 6]
  have e : fep β fairCoin twoLevel = -log (cosh β) / β := by
    unfold fep
    rw [hZ]
    ring
  rw [e, hm, div_lt_iff₀ hβ, hcβ]
  linarith

end

end HoeffdingFreeEnergyPerturbation
```

```lean
#print axioms HoeffdingFreeEnergyPerturbation.fep_ge
-- 'HoeffdingFreeEnergyPerturbation.fep_ge' depends on axioms: [propext, Classical.choice, Quot.sound]
#print axioms HoeffdingFreeEnergyPerturbation.staged_fep_ge
-- 'HoeffdingFreeEnergyPerturbation.staged_fep_ge' depends on axioms: [propext, Classical.choice, Quot.sound]
#print axioms HoeffdingFreeEnergyPerturbation.constant_sharp
-- 'HoeffdingFreeEnergyPerturbation.constant_sharp' depends on axioms: [propext, Classical.choice, Quot.sound]
```

## Statements and proof

The finite type `ι` labels configurations, and `IsProb p` holds the two conditions on the weights. The definitions `avg`, `expAvg`, `tiltedAvg` and `fep` are $\langle A\rangle$, $Z(t)$, $\langle A\rangle_t$ and $\Delta F$, with the natural logarithm and the sign convention $e^{-\beta d}$. Hypothesis `hd` restricts $d_i$ only where `0 < p i`. The ordering $a\le b$ is not assumed, since a populated state forces it. `fep_ge` is the main bound and `staged_fep_ge` the staged one, with windows labelled by a finite type `κ`. `constant_sharp` states that `fairCoin` is a probability vector, that `twoLevel` lies in $[-1,1]$, and that for $c<1/8$ some $\beta>0$ violates the bound with $c$ in place of $1/8$.

`expAvg_pos` finds a populated state. `hasDerivAt_weighted` and `hasDerivAt_log_expAvg` are step 1, and `hasDerivAt_tiltedAvg` is step 2, its `key` rearranging the quotient rule into a covariance. `tilted_variance_le` is step 3: `h` is the sign of the product, `e` expands it, and `nlinarith` receives the completed square. `le_of_deriv_nonneg` turns a nonnegative derivative on $[0,\infty)$ into $f(0)\le f(t)$ by the mean value theorem. `hoeffding_log_expAvg` applies it to $g$ in `h1` and to $h$ in `h2`, and `fep_ge` performs the division. `staged_fep_ge` splits on the sign of `δ k` and sums. In `constant_sharp`, `hcosh`, `hl` and `hinv` are the cosh bound, the logarithm bound and the polynomial comparison.

## Scope

The bound concerns one finite weighted sum in exact real arithmetic. It rests on Hoeffding's lemma for the exponential average at $t\ge0$, and gives no tail probability for sample means, so it says nothing about statistical error, bias or correlated frames. Applied to a trajectory it constrains the estimate, and the sampled range can be narrower than that of the ensemble. If steric overlap makes $b-a$ large, the bound stays true but becomes loose.

`fep` is a definition for arbitrary weights. Reading it as a difference of partition-function free energies needs $p$ to be the Boltzmann weights of the reference potential, and reading $\sum_k\Delta F_k$ as the end-to-end difference needs each `p k` to be the ensemble of the matching intermediate potential; neither identification appears in the file. `fep_ge` and `staged_fep_ge` bound the free energy from below only. Sharpness refers to a constant required to work for all systems and all $\beta>0$, and a particular system can lie well above the bound.
